# If $J^2v=j(j+1)v$ with $j\ge 0$, then $J_+$ and $J_-$ stretch $v$ by at most $j+\tfrac12$

Q: Here is how I get into trouble. For a normalised joint eigenvector of $J^2$ and $J_z$, with eigenvalues $j(j+1)$ and $m$, I know that $\|J_+v\|=\sqrt{j(j+1)-m(m+1)}$, with $\hbar=1$. For a superposition I once put the mean of $J_z$ in place of $m$. With spin 1/2 and $v=(1,1)/\sqrt2$ the mean is $0$, so I predicted $\sqrt{3/4}$. The true norm is $\sqrt{1/2}$. What can I say about $\|J_+v\|$ when $v$ has no $m$?

A: That it is at most $(j+\tfrac12)\|v\|$, and the same for $J_-$. It is enough that $J^2v=j(j+1)v$ with $j\ge0$; $v$ need not be an eigenvector of $J_z$.

Q: Derive it without using $m$.

A: Write $J_\pm=J_x\pm iJ_y$ and $J^2=J_x^2+J_y^2+J_z^2$, and take the inner product conjugate-linear in its first slot. Since $J_x$ and $J_y$ are symmetric,
$$\langle J_+u,w\rangle=\langle u,J_xw\rangle-i\langle u,J_yw\rangle=\langle u,J_-w\rangle.$$
The commutator $[J_x,J_y]=iJ_z$ gives
$$J_-J_+=J_x^2+J_y^2+i[J_x,J_y]=J_x^2+J_y^2-J_z=J^2-J_z^2-J_z.$$
Put $u=v$ and $w=J_+v$ in the first line, then use the second and the symmetry of $J_z$:
$$\|J_+v\|^2=\langle v,J_-J_+v\rangle=j(j+1)\|v\|^2-\|J_zv\|^2-\langle v,J_zv\rangle.$$
The last two terms are most of a square. The two cross terms below are equal by symmetry, so
$$\|(J_z+\tfrac12)v\|^2=\|J_zv\|^2+\langle v,J_zv\rangle+\tfrac14\|v\|^2.$$
Adding the two equations gives an exact balance:
$$\|J_+v\|^2+\|(J_z+\tfrac12)v\|^2=(j+\tfrac12)^2\|v\|^2.$$
Drop the second square and take roots. The bound is an equality exactly when that square vanishes, which means $J_zv=-\tfrac12v$.

Q: And $J_-$?

A: Replace $(J_y,J_z)$ by $(-J_y,-J_z)$. The commutator keeps its form, because $[J_x,-J_y]=i(-J_z)$, and $J^2$ is unchanged, while $J_+$ becomes $J_-$. The balance now contains $\|(-J_z+\tfrac12)v\|=\|(J_z-\tfrac12)v\|$, so equality means $J_zv=\tfrac12v$.

Q: I accept the algebra. My doubt is whether the Lean version is about angular momentum. What is the state space?

A: Any complex inner-product space `V`, of finite or infinite dimension, and not necessarily complete.

```lean
import Mathlib

open Matrix
open scoped InnerProductSpace

namespace LadderNormBound

noncomputable section

variable {V : Type*} [NormedAddCommGroup V] [InnerProductSpace ℂ V]
```

The operators have type `Module.End ℂ V`: they are linear maps from `V` to itself, and their product is composition. The ladder operators and $J^2$ are defined as you would write them.

```lean
/-- The raising operator `J₊ = Jx + i Jy`. -/
def raise (Jx Jy : Module.End ℂ V) : Module.End ℂ V := Jx + Complex.I • Jy

/-- The lowering operator `J₋ = Jx - i Jy`. -/
def lower (Jx Jy : Module.End ℂ V) : Module.End ℂ V := Jx - Complex.I • Jy

/-- The total angular momentum squared, `J² = Jx² + Jy² + Jz²`. -/
def casimir (Jx Jy Jz : Module.End ℂ V) : Module.End ℂ V :=
  Jx * Jx + Jy * Jy + Jz * Jz
```

Q: Orbital angular momentum is unbounded on the full Hilbert space. A map defined on all of `V` seems to exclude it.

A: Take `V` to be a common domain that the three components map into itself, such as the Schwartz functions. Completeness is not required, so this is allowed. Vectors outside the chosen domain are not covered.

Q: Show me where the adjoint relation enters.

A: After a small fact about conjugating the number 2, which is used later, comes `inner_raise`. It expands both sides, moves `Jx` and `Jy` across by symmetry, and lets `ring` compare the scalars.

```lean
/-- The number 2 is its own complex conjugate. -/
theorem conj_two : (starRingEnd ℂ) 2 = 2 := by
  rw [← one_add_one_eq_two, map_add, map_one]

/-- For symmetric `Jx` and `Jy`, the raising operator moves across the inner product
as the lowering operator. -/
theorem inner_raise {Jx Jy : Module.End ℂ V} (hx : LinearMap.IsSymmetric Jx)
    (hy : LinearMap.IsSymmetric Jy) (u w : V) :
    ⟪raise Jx Jy u, w⟫_ℂ = ⟪u, lower Jx Jy w⟫_ℂ := by
  simp only [raise, lower, LinearMap.add_apply, LinearMap.sub_apply, LinearMap.smul_apply,
    inner_add_left, inner_sub_right, inner_smul_left, inner_smul_right, Complex.conj_I,
    hx u w, hy u w]
  ring
```

The operator identity is next. The intermediate equation `h1` multiplies out $J_-J_+$ and collects the commutator. The hypothesis `hc` then replaces the commutator by $iJ_z$, and $i^2=-1$ supplies the sign.

```lean
/-- The commutator `[Jx, Jy] = i Jz` gives `J₋ J₊ = J² - Jz² - Jz`. -/
theorem lower_mul_raise {Jx Jy Jz : Module.End ℂ V}
    (hc : Jx * Jy - Jy * Jx = Complex.I • Jz) :
    lower Jx Jy * raise Jx Jy = casimir Jx Jy Jz - Jz * Jz - Jz := by
  have h1 : lower Jx Jy * raise Jx Jy
      = Jx * Jx + Jy * Jy + Complex.I • (Jx * Jy - Jy * Jx) := by
    simp only [lower, raise, sub_mul, mul_add, smul_mul_assoc, mul_smul_comm, smul_smul,
      smul_sub, Complex.I_mul_I]
    module
  rw [h1, hc, smul_smul, Complex.I_mul_I, casimir]
  module
```

Q: That has one commutator. Angular momentum has three.

A: The derivation used only $[J_x,J_y]=iJ_z$, so only that one is assumed. Any triple of symmetric operators obeying all three cyclic relations qualifies.

Q: Then read me the full list of assumptions.

A: They stand at the head of the next block and apply to every theorem up to `end Bounds`. `hx`, `hy` and `hz` say that the components are symmetric, the algebraic form of being observables. `hc` is the one commutation relation of the rotation algebra that the proof uses, written with $\hbar=1$. `hv` says that $J^2v=j(j+1)v$, so `v` has a definite total angular momentum. The number `j` is any real number here; it is not assumed to be an integer or half-integer.

The theorem `raise_balance` is the exact balance. Its steps `e1` and `e2` are the formulas for $\|J_+v\|^2$ and for the completed square, written as complex inner products. `hn` turns each $\langle x,x\rangle$ into a squared norm, and the equation is then read back as one between real numbers.

```lean
section Bounds

-- symmetric components with `[Jx, Jy] = i Jz`, and a vector with `J² v = j(j+1) v`
variable {Jx Jy Jz : Module.End ℂ V} (hx : LinearMap.IsSymmetric Jx)
  (hy : LinearMap.IsSymmetric Jy) (hz : LinearMap.IsSymmetric Jz)
  (hc : Jx * Jy - Jy * Jx = Complex.I • Jz) {j : ℝ} {v : V}
  (hv : casimir Jx Jy Jz v = ((j * (j + 1) : ℝ) : ℂ) • v)

include hx hy hz hc hv

/-- If `J² v = j(j+1) v`, the squared norms of `J₊ v` and `(Jz + 1/2) v` add up to
`(j + 1/2)² ‖v‖²`. -/
theorem raise_balance :
    ‖raise Jx Jy v‖ ^ 2 + ‖Jz v + (1 / 2 : ℂ) • v‖ ^ 2 = (j + 1 / 2) ^ 2 * ‖v‖ ^ 2 := by
  have hn : ∀ x : V, ⟪x, x⟫_ℂ = ((‖x‖ ^ 2 : ℝ) : ℂ) := fun x =>
    (inner_self_eq_norm_sq_to_K (𝕜 := ℂ) x).trans (Complex.ofReal_pow ‖x‖ 2).symm
  have hop : lower Jx Jy (raise Jx Jy v) = casimir Jx Jy Jz v - Jz (Jz v) - Jz v :=
    LinearMap.congr_fun (lower_mul_raise hc) v
  -- the norm of `J₊ v` through `J₋ J₊`
  have e1 : ⟪raise Jx Jy v, raise Jx Jy v⟫_ℂ
      = ((j * (j + 1) : ℝ) : ℂ) * ⟪v, v⟫_ℂ - ⟪Jz v, Jz v⟫_ℂ - ⟪v, Jz v⟫_ℂ := by
    rw [inner_raise hx hy, hop, hv, inner_sub_right, inner_sub_right, inner_smul_right,
      ← hz v (Jz v)]
  -- the completed square
  have hhalf : (starRingEnd ℂ) (1 / 2 : ℂ) = 1 / 2 := by simp [conj_two]
  have e2 : ⟪Jz v + (1 / 2 : ℂ) • v, Jz v + (1 / 2 : ℂ) • v⟫_ℂ
      = ⟪Jz v, Jz v⟫_ℂ + ⟪v, Jz v⟫_ℂ + 1 / 4 * ⟪v, v⟫_ℂ := by
    simp only [inner_add_left, inner_add_right, inner_smul_left, inner_smul_right, hhalf,
      hz v v]
    ring
  apply Complex.ofReal_injective
  rw [Complex.ofReal_add, Complex.ofReal_mul, ← hn (raise Jx Jy v),
    ← hn (Jz v + (1 / 2 : ℂ) • v), ← hn v, e1, e2]
  push_cast
  ring
```

Q: Does the lowering case repeat all that?

A: No, it uses the sign change. The proof checks that $-J_y$ and $-J_z$ are symmetric, that the commutator and $J^2$ keep their form (`hc'` and `hcas`), and that the raising operator becomes the lowering one (`hlow`). It then applies `raise_balance`.

```lean
/-- If `J² v = j(j+1) v`, the squared norms of `J₋ v` and `(Jz - 1/2) v` add up to
`(j + 1/2)² ‖v‖²`. -/
theorem lower_balance :
    ‖lower Jx Jy v‖ ^ 2 + ‖Jz v - (1 / 2 : ℂ) • v‖ ^ 2 = (j + 1 / 2) ^ 2 * ‖v‖ ^ 2 := by
  -- reversing `Jy` and `Jz` keeps the algebra and exchanges `J₊` with `J₋`
  have neg_symm : ∀ {T : Module.End ℂ V}, LinearMap.IsSymmetric T →
      LinearMap.IsSymmetric (-T) := fun {T} hT x y => by
    simp only [LinearMap.neg_apply, inner_neg_left, inner_neg_right, hT x y]
  have hc' : Jx * (-Jy) - (-Jy) * Jx = Complex.I • (-Jz) := by
    rw [smul_neg, ← hc]
    noncomm_ring
  have hcas : casimir Jx (-Jy) (-Jz) = casimir Jx Jy Jz := by
    simp only [casimir, neg_mul_neg]
  have hlow : raise Jx (-Jy) = lower Jx Jy := by
    simp only [raise, lower, smul_neg, sub_eq_add_neg]
  have h := raise_balance hx (neg_symm hy) (neg_symm hz) hc' (j := j) (v := v)
    (by rw [hcas, hv])
  have hflip : (-Jz) v + (1 / 2 : ℂ) • v = -(Jz v - (1 / 2 : ℂ) • v) := by
    rw [LinearMap.neg_apply]
    abel
  rwa [hlow, hflip, norm_neg] at h
```

Q: Now the bound itself. Where does $j\ge0$ matter?

A: Only in taking the root. The numbers $j$ and $-1-j$ give the same $j(j+1)$, and $j\ge0$ ensures that $j+\tfrac12$ is positive. In words, `ladder_norm_le` says that under the listed assumptions and $j\ge0$, both $\|J_+v\|$ and $\|J_-v\|$ are at most $(j+\tfrac12)\|v\|$. The proof compares squares and discards the nonnegative term in each balance.

```lean
/-- Every vector with `J² v = j(j+1) v` and `j ≥ 0` satisfies `‖J₊ v‖ ≤ (j + 1/2) ‖v‖`
and `‖J₋ v‖ ≤ (j + 1/2) ‖v‖`. -/
theorem ladder_norm_le (hj : 0 ≤ j) :
    ‖raise Jx Jy v‖ ≤ (j + 1 / 2) * ‖v‖ ∧ ‖lower Jx Jy v‖ ≤ (j + 1 / 2) * ‖v‖ := by
  have hp := raise_balance hx hy hz hc hv
  have hm := lower_balance hx hy hz hc hv
  have h0 : 0 ≤ (j + 1 / 2) * ‖v‖ := by positivity
  -- drop the nonnegative square in each balance
  constructor
  · refine (sq_le_sq₀ (norm_nonneg _) h0).1 ?_
    rw [mul_pow]
    linarith [sq_nonneg ‖Jz v + (1 / 2 : ℂ) • v‖]
  · refine (sq_le_sq₀ (norm_nonneg _) h0).1 ?_
    rw [mul_pow]
    linarith [sq_nonneg ‖Jz v - (1 / 2 : ℂ) • v‖]
```

Q: Is anything lost by discarding it?

A: Exactly the term that decides equality. The auxiliary statement `leg` says that if $a^2+b^2=c^2$ with $a,c\ge0$, then $a=c$ precisely when $b=0$. Applied to the two balances, it gives both conditions.

```lean
/-- For `j ≥ 0`, the bound on `J₊ v` is an equality exactly when `Jz v = -v/2`, and the
bound on `J₋ v` exactly when `Jz v = v/2`. -/
theorem ladder_norm_eq_iff (hj : 0 ≤ j) :
    (‖raise Jx Jy v‖ = (j + 1 / 2) * ‖v‖ ↔ Jz v = -((1 / 2 : ℂ) • v)) ∧
    (‖lower Jx Jy v‖ = (j + 1 / 2) * ‖v‖ ↔ Jz v = (1 / 2 : ℂ) • v) := by
  have h0 : 0 ≤ (j + 1 / 2) * ‖v‖ := by positivity
  -- in `a² + b² = c²` the lengths `a` and `c` agree exactly when `b = 0`
  have leg : ∀ {a b c : ℝ}, 0 ≤ a → 0 ≤ c → a ^ 2 + b ^ 2 = c ^ 2 → (a = c ↔ b = 0) := by
    intro a b c ha hc h
    rw [← sq_eq_sq₀ ha hc, ← pow_eq_zero_iff (a := b) two_ne_zero]
    constructor <;> intro h' <;> linarith
  have hm : Jz v = (1 / 2 : ℂ) • v ↔ ‖Jz v - (1 / 2 : ℂ) • v‖ = 0 := by
    rw [norm_eq_zero, sub_eq_zero]
  constructor
  · rw [eq_neg_iff_add_eq_zero, ← norm_eq_zero]
    exact leg (norm_nonneg _) h0 (by rw [mul_pow]; exact raise_balance hx hy hz hc hv)
  · rw [hm]
    exact leg (norm_nonneg _) h0 (by rw [mul_pow]; exact lower_balance hx hy hz hc hv)

end Bounds
```

Q: Try the smallest case, $j=0$. The bound allows $\tfrac12\|v\|$, but a singlet should be annihilated.

A: It is. From $J^2v=0$ and symmetry, $\|J_xv\|^2+\|J_yv\|^2+\|J_zv\|^2=0$, so $J_\pm v=0$. The balance then reads $0+\tfrac14\|v\|^2=\tfrac14\|v\|^2$. The bound is true but not tight for a nonzero singlet, in line with the equality condition, since $J_zv=0$ is not $\pm\tfrac12v$. More generally, when all three commutation relations hold and $j$ is an integer, the eigenvalues $m$ that occur with this $j$ are integers, never $\pm\tfrac12$, so no nonzero $v$ attains the bound.

Q: One last suspicion: perhaps no interesting system meets the assumptions.

A: Spin 1/2 does. `matrixOp` turns a two-by-two matrix into an operator on $\mathbb C^2$ with its usual inner product, and the three spin operators are the Pauli matrices divided by two.

```lean
/-- The operator on `ℂ²` given by a two-by-two matrix. -/
def matrixOp (A : Matrix (Fin 2) (Fin 2) ℂ) : Module.End ℂ (EuclideanSpace ℂ (Fin 2)) where
  toFun v := WithLp.toLp 2 (A *ᵥ v.ofLp)
  map_add' u v := congrArg (WithLp.toLp 2) (Matrix.mulVec_add A u.ofLp v.ofLp)
  map_smul' c v := congrArg (WithLp.toLp 2) (Matrix.mulVec_smul A c v.ofLp)

/-- The spin-1/2 operator `Sx`. -/
def spinX : Module.End ℂ (EuclideanSpace ℂ (Fin 2)) := matrixOp !![0, 1 / 2; 1 / 2, 0]

/-- The spin-1/2 operator `Sy`. -/
def spinY : Module.End ℂ (EuclideanSpace ℂ (Fin 2)) :=
  matrixOp !![0, -Complex.I / 2; Complex.I / 2, 0]

/-- The spin-1/2 operator `Sz`. -/
def spinZ : Module.End ℂ (EuclideanSpace ℂ (Fin 2)) := matrixOp !![1 / 2, 0; 0, -1 / 2]
```

The theorem `spin_half_witness` states that these operators are symmetric, that they obey the commutator, and that $S^2v=\tfrac12(\tfrac12+1)v$ for every $v$, superpositions included. It also states that spin down, $(0,1)$, attains the raising bound. The proof writes each operator's action in coordinates (`hX`, `hY`, `hZ`) and checks the claims component by component. For the last one, `hup` shows that $(0,1)$ is raised to $(1,0)$, so both sides equal 1.

```lean
/-- The spin-1/2 operators are symmetric, obey `[Sx, Sy] = i Sz`, and satisfy
`S² v = j(j+1) v` with `j = 1/2` for every `v`; the vector `(0, 1)` attains the raising bound. -/
theorem spin_half_witness :
    LinearMap.IsSymmetric spinX ∧ LinearMap.IsSymmetric spinY ∧
    LinearMap.IsSymmetric spinZ ∧
    spinX * spinY - spinY * spinX = Complex.I • spinZ ∧
    (∀ v, casimir spinX spinY spinZ v = ((1 / 2 * (1 / 2 + 1) : ℝ) : ℂ) • v) ∧
    ‖raise spinX spinY !₂[0, 1]‖ = (1 / 2 + 1 / 2) * ‖(!₂[0, 1] : EuclideanSpace ℂ (Fin 2))‖ := by
  have hX : ∀ v, spinX v = !₂[v 1 / 2, v 0 / 2] := fun v => by
    ext i
    fin_cases i <;> simp [spinX, matrixOp, dotProduct, Fin.sum_univ_two] <;> ring
  have hY : ∀ v, spinY v = !₂[-Complex.I / 2 * v 1, Complex.I / 2 * v 0] := fun v => by
    ext i
    fin_cases i <;> simp [spinY, matrixOp, dotProduct, Fin.sum_univ_two]
  have hZ : ∀ v, spinZ v = !₂[v 0 / 2, -v 1 / 2] := fun v => by
    ext i
    fin_cases i <;> simp [spinZ, matrixOp, dotProduct, Fin.sum_univ_two] <;> ring
  refine ⟨fun u v => ?_, fun u v => ?_, fun u v => ?_, ?_, fun v => ?_, ?_⟩
  · simp [hX, PiLp.inner_apply, Fin.sum_univ_two, conj_two]
    ring
  · simp [hY, PiLp.inner_apply, Fin.sum_univ_two, conj_two]
    ring
  · simp [hZ, PiLp.inner_apply, Fin.sum_univ_two, conj_two]
    ring
  · refine LinearMap.ext fun v => ?_
    ext i
    fin_cases i <;> simp [hX, hY, hZ] <;> ring
  · ext i
    fin_cases i <;> simp [casimir, hX, hY, hZ] <;> ring_nf <;> simp [Complex.I_sq] <;> ring
  · have hup : raise spinX spinY !₂[0, 1] = !₂[1, 0] := by
      ext i
      fin_cases i <;> simp [raise, hX, hY]
      linear_combination (-1 / 2 : ℂ) * Complex.I_sq
    rw [hup]
    norm_num [EuclideanSpace.norm_eq, Fin.sum_univ_two]

end

end LadderNormBound
```

```lean
#print axioms LadderNormBound.ladder_norm_le
-- 'LadderNormBound.ladder_norm_le' depends on axioms: [propext, Classical.choice, Quot.sound]
#print axioms LadderNormBound.ladder_norm_eq_iff
-- 'LadderNormBound.ladder_norm_eq_iff' depends on axioms: [propext, Classical.choice, Quot.sound]
```

Q: And my state $(1,1)/\sqrt2$?

A: There $S_+v=(1,0)/\sqrt2$ and $(S_z+\tfrac12)v=(1,0)/\sqrt2$. The squared norms are $\tfrac12$ and $\tfrac12$, and they add up to $(\tfrac12+\tfrac12)^2=1$.

Q: Where would I meet this in a real calculation?

A: In an exact-diagonalisation or configuration-interaction code that applies $S_+$ to a many-electron vector $v$. If $v$ is an exact eigenvector of $S^2$ with total spin $s$, the bound limits how much its norm can grow, whatever mixture of $S_z$ values it contains; a spin-contaminated determinant is not covered.

The balance also gives a cheap consistency check. Compute $\|S_+v\|^2+\|S_zv+\tfrac12v\|^2$ and compare it with $(s+\tfrac12)^2\|v\|^2$. A mismatch beyond rounding means that $v$ is not in the intended spin sector or that an operator is coded wrongly. Agreement is weaker evidence, because with correct operators the sum depends only on the norm of $v$ and the mean of $S^2$, and a mixture of sectors can have the right mean.
